# Hartree plus spin-polarized LDA exchange leaves a positive energy, linear in Z, for the hydrogenic 1s density

Take the hydrogen atom in its ground state, Z = 1, in atomic units. Its density is n(r) = e^(−2r)/π, and the potential made by this charge cloud is

vH(r) = 1/r − e^(−2r)(1 + 1/r).

The Hartree energy is half the integral of 4πr² n(r) vH(r) over r > 0:

E_H = ½ ∫ (4r e^(−2r) − 4r² e^(−4r) − 4r e^(−4r)) dr = ½ (1 − 1/8 − 1/4) = 5/16.

A single electron does not repel itself, so exact exchange would contribute −5/16. Local exchange for a fully polarized density gives about −0.268 instead, which leaves about 0.044 hartree. For general Z the density is the hydrogen density compressed by a factor Z, and both energies are multiplied by Z.

```lean
import Mathlib

open MeasureTheory Set Filter
open scoped Real Topology

namespace HydrogenicSelfInteraction

noncomputable section
```

The first line loads Mathlib, Lean's mathematical library. The `open` lines allow shorter names, such as `π` for `Real.pi`.

## The density and its functionals

```lean
/-- The 1s density of one electron in the field of a nuclear charge `Z`, in atomic units. -/
def density (Z r : ℝ) : ℝ := Z ^ 3 * Real.exp (-(2 * Z * r)) / π
```

This is n(r) = Z³ e^(−2Zr)/π, a function of two real numbers. It is entered as a formula, not derived from the Schrödinger equation. It describes one non-relativistic electron bound to a point charge Z.

```lean
/-- The Hartree potential at radius `r` of a spherical density `n`. -/
def hartreePotential (n : ℝ → ℝ) (r : ℝ) : ℝ :=
  ∫ s in Ioi (0 : ℝ), 4 * π * s ^ 2 * n s / max r s
```

`Ioi (0 : ℝ)` is the open half-line s > 0, so the definition reads

vH(r) = ∫ 4πs² n(s)/max(r,s) ds.

The factor 1/max(r,s) is the Coulomb interaction averaged over angles: a shell of radius s acts at r > s as if its charge sat at the centre, and gives a constant potential inside itself. The argument `n : ℝ → ℝ` is any radial function.

The potential could also have been defined as the integral of n(r′)/|r − r′| over all positions r′ in three-dimensional space. That would cover non-spherical densities, and the averaging over angles would then need a proof, whereas here it is part of the definition.

```lean
/-- The Hartree energy of a spherical density `n`. -/
def hartreeEnergy (n : ℝ → ℝ) : ℝ :=
  1 / 2 * ∫ r in Ioi (0 : ℝ), 4 * π * r ^ 2 * n r * hartreePotential n r
```

This is E_H = ½ ∫ 4πr² n(r) vH(r) dr. The factor ½ counts each pair of charge elements once.

```lean
/-- The local density exchange energy of a fully spin-polarized spherical density `n`. -/
def ldaExchange (n : ℝ → ℝ) : ℝ :=
  -(3 / 4) * (6 / π) ^ (1 / 3 : ℝ) * ∫ r in Ioi (0 : ℝ), 4 * π * r ^ 2 * (n r) ^ (4 / 3 : ℝ)
```

In ordinary notation,

E_x = −(3/4)(6/π)^(1/3) ∫ 4πr² n(r)^(4/3) dr.

The constant is that of the uniform electron gas with all spins parallel, larger than the unpolarized one by a factor 2^(1/3). It is put in by definition. The annotation `(1 / 3 : ℝ)` makes the exponent a real number. Correlation is left out.

## Exponential moments

```lean
/-- A nonnegative quadratic polynomial times a decaying exponential is integrable beyond `r`,
and its integral is given by the explicit antiderivative. -/
theorem exponential_tail {a : ℝ} (ha : 0 < a) (p q w r : ℝ)
    (hpos : ∀ s ∈ Ioi r,
      0 ≤ (a * (p + q * s + w * s ^ 2) - (q + 2 * w * s)) * Real.exp (-(a * s))) :
    IntegrableOn (fun s => (a * (p + q * s + w * s ^ 2) - (q + 2 * w * s))
      * Real.exp (-(a * s))) (Ioi r) ∧
    ∫ s in Ioi r, (a * (p + q * s + w * s ^ 2) - (q + 2 * w * s)) * Real.exp (-(a * s))
      = (p + q * r + w * r ^ 2) * Real.exp (-(a * r)) := by
  have hF : ∀ s ∈ Ici r, HasDerivAt
      (fun s : ℝ => -((p + q * s + w * s ^ 2) * Real.exp (-(a * s))))
      ((a * (p + q * s + w * s ^ 2) - (q + 2 * w * s)) * Real.exp (-(a * s))) s := by
    intro s _
    have h1 : HasDerivAt (fun s : ℝ => -(a * s)) (-a) s :=
      (((hasDerivAt_id' s).const_mul a).fun_neg).congr_deriv (by ring)
    have h2 : HasDerivAt (fun s : ℝ => p + q * s + w * s ^ 2) (q + 2 * w * s) s :=
      ((((hasDerivAt_id' s).const_mul q).const_add p).fun_add
        ((hasDerivAt_pow 2 s).const_mul w)).congr_deriv (by norm_num; ring)
    exact (h2.fun_mul h1.exp).fun_neg.congr_deriv (by ring)
  -- the exponential beats every power
  have h : ∀ n : ℕ, Tendsto (fun s : ℝ => s ^ n * Real.exp (-(a * s))) atTop (𝓝 0) := by
    intro n
    have h0 : Tendsto (fun s : ℝ => (a * s) ^ n * Real.exp (-(a * s))) atTop (𝓝 0) :=
      (Real.tendsto_pow_mul_exp_neg_atTop_nhds_zero n).comp (tendsto_id.const_mul_atTop ha)
    have h1 := h0.const_mul ((a ^ n)⁻¹)
    rw [mul_zero] at h1
    refine h1.congr fun s => ?_
    have han : a ^ n ≠ 0 := (pow_pos ha n).ne'
    rw [mul_pow, ← mul_assoc, ← mul_assoc, inv_mul_cancel₀ han, one_mul]
  have ht : Tendsto (fun s : ℝ => -((p + q * s + w * s ^ 2) * Real.exp (-(a * s))))
      atTop (𝓝 0) := by
    have h3 := ((((h 0).const_mul p).add ((h 1).const_mul q)).add ((h 2).const_mul w)).neg
    simp only [mul_zero, add_zero, neg_zero] at h3
    exact h3.congr fun s => by ring
  exact ⟨integrableOn_Ioi_deriv_of_nonneg' hF hpos ht,
    (integral_Ioi_of_hasDerivAt_of_nonneg' hF hpos ht).trans (by ring)⟩
```

For a > 0, the function

F(s) = −(p + qs + ws²) e^(−as)

has the derivative

F′(s) = (a(p + qs + ws²) − (q + 2ws)) e^(−as)

and tends to 0 at infinity. The integral of F′ from r to ∞ is therefore −F(r), which is the stated value. The symbol `∧` means "and": the theorem gives integrability together with the value. Integrability is stated as well because later proofs split integrals and integrate term by term, and the Mathlib lemmas used there take it as a hypothesis.

In the proof, `hF` is the derivative and `ht` the limit, obtained from the fact that the exponential beats every power. The hypothesis `hpos`, that the integrand is nonnegative beyond r, lets Mathlib deduce integrability from the finite limit.

```lean
/-- First moment of a decaying exponential beyond the radius `r`. -/
theorem first_moment {a r : ℝ} (ha : 0 < a) (hr : 0 ≤ r) :
    IntegrableOn (fun s => s * Real.exp (-(a * s))) (Ioi r) ∧
    ∫ s in Ioi r, s * Real.exp (-(a * s)) = (1 / a ^ 2 + r / a) * Real.exp (-(a * r)) := by
  have key : ∀ s : ℝ, (a * (1 / a ^ 2 + 1 / a * s + 0 * s ^ 2) - (1 / a + 2 * 0 * s))
      * Real.exp (-(a * s)) = s * Real.exp (-(a * s)) := by
    intro s
    congr 1
    field_simp
    ring
  have h := exponential_tail ha (1 / a ^ 2) (1 / a) 0 r (fun s hs => by
    rw [key]
    exact mul_nonneg (hr.trans (le_of_lt hs)) (Real.exp_pos _).le)
  simp only [key] at h
  exact ⟨h.1, h.2.trans (by ring)⟩
```

Choosing p = 1/a², q = 1/a, w = 0 reduces the integrand to s e^(−as), so for r ≥ 0

∫ᵣ^∞ s e^(−as) ds = (1/a² + r/a) e^(−ar).

The step `key` checks this choice: `field_simp` clears denominators and `ring` compares polynomials.

```lean
/-- Second moment of a decaying exponential beyond the radius `r`. -/
theorem second_moment {a : ℝ} (ha : 0 < a) (r : ℝ) :
    IntegrableOn (fun s => s ^ 2 * Real.exp (-(a * s))) (Ioi r) ∧
    ∫ s in Ioi r, s ^ 2 * Real.exp (-(a * s))
      = (2 / a ^ 3 + 2 * r / a ^ 2 + r ^ 2 / a) * Real.exp (-(a * r)) := by
  have key : ∀ s : ℝ, (a * (2 / a ^ 3 + 2 / a ^ 2 * s + 1 / a * s ^ 2)
      - (2 / a ^ 2 + 2 * (1 / a) * s)) * Real.exp (-(a * s))
      = s ^ 2 * Real.exp (-(a * s)) := by
    intro s
    congr 1
    field_simp
    ring
  have h := exponential_tail ha (2 / a ^ 3) (2 / a ^ 2) (1 / a) r (fun s _ => by
    rw [key]; positivity)
  simp only [key] at h
  exact ⟨h.1, h.2.trans (by ring)⟩
```

With p = 2/a³, q = 2/a², w = 1/a the same argument gives

∫ᵣ^∞ s² e^(−as) ds = (2/a³ + 2r/a² + r²/a) e^(−ar).

At r = 0 the two moments are 1/a² and 2/a³.

```lean
/-- The 1s density holds exactly one electron. -/
theorem density_normalized {Z : ℝ} (hZ : 0 < Z) :
    ∫ r in Ioi (0 : ℝ), 4 * π * r ^ 2 * density Z r = 1 := by
  have e : ∀ r, 4 * π * r ^ 2 * density Z r
      = 4 * Z ^ 3 * (r ^ 2 * Real.exp (-(2 * Z * r))) := by
    intro r
    unfold density
    field_simp
  simp only [e]
  rw [integral_const_mul, (second_moment (by positivity : 0 < 2 * Z) 0).2]
  simp only [mul_zero, neg_zero, Real.exp_zero]
  field_simp
  ring
```

The hypothesis `hZ : 0 < Z` is a named assumption that the proof can use. The factor π cancels, and the second moment with a = 2Z gives

4Z³ · 2/(2Z)³ = 1.

The density holds one electron.

## The potential and its energy

```lean
/-- The Hartree potential of the 1s density in closed form. -/
theorem hartreePotential_density {Z r : ℝ} (hZ : 0 < Z) (hr : 0 < r) :
    hartreePotential (density Z) r = 1 / r - Real.exp (-(2 * Z * r)) * (Z + 1 / r) := by
  have ha : 0 < 2 * Z := by positivity
  obtain ⟨i0, m0⟩ := second_moment ha 0
  obtain ⟨i2, m2⟩ := second_moment ha r
  obtain ⟨i1, m1⟩ := first_moment ha hr.le
  have hU : Ioc 0 r ∪ Ioi r = Ioi 0 := Ioc_union_Ioi_eq_Ioi hr.le
  have hd : Disjoint (Ioc 0 r) (Ioi r) :=
    Set.disjoint_left.mpr fun x hx hy => not_lt_of_ge hx.2 hy
  have ic := i0.mono_set (Ioc_subset_Ioi_self : Ioc 0 r ⊆ Ioi 0)
  have hs := setIntegral_union hd measurableSet_Ioi ic i2
  rw [hU, m0, m2, show Real.exp (-(2 * Z * 0)) = 1 by simp] at hs
  -- inside the radius r the kernel is 1/r, outside it is 1/s
  have e1 : EqOn (fun s => 4 * π * s ^ 2 * density Z s / max r s)
      (fun s => 4 * Z ^ 3 / r * (s ^ 2 * Real.exp (-(2 * Z * s)))) (Ioc 0 r) := by
    intro s hs
    simp only [density, max_eq_left hs.2]
    field_simp
  have e2 : EqOn (fun s => 4 * π * s ^ 2 * density Z s / max r s)
      (fun s => 4 * Z ^ 3 * (s * Real.exp (-(2 * Z * s)))) (Ioi r) := by
    intro s hs
    have hs0 : 0 < s := hr.trans hs
    have hrs : r < s := hs
    simp only [density, max_eq_right hrs.le]
    field_simp
  have j1 := IntegrableOn.congr_fun (Integrable.const_mul ic (4 * Z ^ 3 / r)) e1.symm
    measurableSet_Ioc
  have j2 := IntegrableOn.congr_fun (Integrable.const_mul i1 (4 * Z ^ 3)) e2.symm
    measurableSet_Ioi
  unfold hartreePotential
  rw [← hU, setIntegral_union hd measurableSet_Ioi j1 j2,
    setIntegral_congr_fun measurableSet_Ioc e1, setIntegral_congr_fun measurableSet_Ioi e2,
    integral_const_mul, integral_const_mul, m1, ← sub_eq_of_eq_add hs]
  generalize Real.exp (-(2 * Z * r)) = E
  field_simp
  ring
```

For r > 0, split the integral at s = r. The inner part is the full second moment minus its tail, divided by r:

(4Z³/r) ∫₀^r s² e^(−2Zs) ds = 1/r − (1/r + 2Z + 2Z²r) e^(−2Zr).

The outer part is a first moment:

4Z³ ∫ᵣ^∞ s e^(−2Zs) ds = (Z + 2Z²r) e^(−2Zr).

Their sum is

vH(r) = 1/r − e^(−2Zr)(Z + 1/r).

In Lean, `hU` and `hd` split the half-line into two disjoint parts. `e1` and `e2` replace max(r,s) by r inside and by s outside, and `hs` supplies the inner integral as a difference. At the end, `generalize` gives the exponential the name `E`, so that only algebra remains.

```lean
/-- The Hartree energy of the 1s density is `5Z/16`. -/
theorem hartreeEnergy_density {Z : ℝ} (hZ : 0 < Z) :
    hartreeEnergy (density Z) = 5 * Z / 16 := by
  obtain ⟨i1, m1⟩ := first_moment (by positivity : 0 < 2 * Z) le_rfl
  obtain ⟨i2, m2⟩ := first_moment (by positivity : 0 < 4 * Z) le_rfl
  obtain ⟨i3, m3⟩ := second_moment (by positivity : 0 < 4 * Z) 0
  have e : EqOn (fun r => 4 * π * r ^ 2 * density Z r * hartreePotential (density Z) r)
      (fun r => 4 * Z ^ 3 * (r * Real.exp (-(2 * Z * r)))
        - (4 * Z ^ 4 * (r ^ 2 * Real.exp (-(4 * Z * r)))
          + 4 * Z ^ 3 * (r * Real.exp (-(4 * Z * r))))) (Ioi 0) := by
    intro r hr
    have hr0 : 0 < r := hr
    have hE : Real.exp (-(4 * Z * r))
        = Real.exp (-(2 * Z * r)) * Real.exp (-(2 * Z * r)) := by
      rw [← Real.exp_add]; congr 1; ring
    simp only [hartreePotential_density hZ hr0, density, hE]
    generalize Real.exp (-(2 * Z * r)) = E
    field_simp
  have k1 := Integrable.const_mul i1 (4 * Z ^ 3)
  have k2 := Integrable.const_mul i2 (4 * Z ^ 3)
  have k3 := Integrable.const_mul i3 (4 * Z ^ 4)
  have k32 : Integrable (fun r : ℝ => 4 * Z ^ 4 * (r ^ 2 * Real.exp (-(4 * Z * r)))
      + 4 * Z ^ 3 * (r * Real.exp (-(4 * Z * r)))) (volume.restrict (Ioi 0)) := k3.add k2
  unfold hartreeEnergy
  rw [setIntegral_congr_fun measurableSet_Ioi e, integral_sub k1 k32,
    integral_add k3 k2, integral_const_mul, integral_const_mul, integral_const_mul, m1, m2, m3]
  simp only [mul_zero, neg_zero, Real.exp_zero]
  field_simp
  ring
```

Inserting the potential gives

4πr² n vH = 4Z³ r e^(−2Zr) − 4Z⁴ r² e^(−4Zr) − 4Z³ r e^(−4Zr).

The three terms integrate to Z, Z/8 and Z/4, so

E_H = ½ (Z − Z/8 − Z/4) = 5Z/16.

The step `e` is the rewritten integrand, with `hE` supplying e^(−4Zr) = (e^(−2Zr))². The facts `m1`, `m2` and `m3` are the moments, and `k1`, `k2`, `k3` and `k32` provide the integrability needed to integrate term by term.

## Local exchange

```lean
/-- The polarized local density exchange energy of the 1s density. -/
theorem ldaExchange_density {Z : ℝ} (hZ : 0 < Z) :
    ldaExchange (density Z) = -(81 / 256) * (6 / π ^ 2) ^ (1 / 3 : ℝ) * Z := by
  have hp := Real.pi_pos
  have hZ4 : (Z ^ 3) ^ (4 / 3 : ℝ) = Z ^ 4 := by
    rw [← Real.rpow_natCast Z 3, ← Real.rpow_mul hZ.le, ← Real.rpow_natCast Z 4]
    norm_num
  -- the 4/3 power of the density is again a pure exponential
  have e : ∀ r, 4 * π * r ^ 2 * (density Z r) ^ (4 / 3 : ℝ)
      = 4 * π * Z ^ 4 / π ^ (4 / 3 : ℝ) * (r ^ 2 * Real.exp (-(8 * Z / 3 * r))) := by
    intro r
    rw [density, Real.div_rpow (by positivity) hp.le,
      Real.mul_rpow (by positivity) (Real.exp_pos _).le, ← Real.exp_mul, hZ4,
      show -(2 * Z * r) * (4 / 3) = -(8 * Z / 3 * r) by ring]
    ring
  have h43 : π ^ (4 / 3 : ℝ) = π * π ^ (1 / 3 : ℝ) := by
    rw [show (4 / 3 : ℝ) = 1 + 1 / 3 by norm_num, Real.rpow_add hp, Real.rpow_one]
  have h6 : (6 / π ^ 2) ^ (1 / 3 : ℝ) = (6 / π) ^ (1 / 3 : ℝ) / π ^ (1 / 3 : ℝ) := by
    rw [← Real.div_rpow (by positivity) hp.le]
    congr 1
    field_simp
  have hB : 0 < π ^ (1 / 3 : ℝ) := Real.rpow_pos_of_pos hp _
  unfold ldaExchange
  simp only [e]
  rw [integral_const_mul, (second_moment (by positivity : 0 < 8 * Z / 3) 0).2, h43, h6]
  simp only [mul_zero, neg_zero, Real.exp_zero]
  generalize (6 / π) ^ (1 / 3 : ℝ) = A
  generalize π ^ (1 / 3 : ℝ) = B at hB
  field_simp <;> ring
```

The power 4/3 of an exponential is another exponential:

n^(4/3) = Z⁴ e^(−8Zr/3)/π^(4/3).

The second moment with a = 8Z/3 gives

∫ 4πr² n^(4/3) dr = (4πZ⁴/π^(4/3)) · 2/(8Z/3)³ = (27/64) Z/π^(1/3).

Multiplying by −(3/4)(6/π)^(1/3) and joining the powers of π yields

E_x = −(81/256)(6/π²)^(1/3) Z.

The steps `hZ4`, `h43` and `h6` are the rules for fractional powers, which hold because Z and π are positive. The step `e` rewrites the integrand as above.

## The size and sign of the remainder

```lean
/-- The sum of Hartree and polarized local exchange energy of the 1s density lies between
`0.04 Z` and `0.05 Z`. -/
theorem residual_bounds {Z : ℝ} (hZ : 0 < Z) :
    0.04 * Z < hartreeEnergy (density Z) + ldaExchange (density Z) ∧
    hartreeEnergy (density Z) + ldaExchange (density Z) < 0.05 * Z := by
  rw [hartreeEnergy_density hZ, ldaExchange_density hZ]
  have hl : 3.1 < π := by linarith [Real.pi_gt_d2]
  have hu : π < 3.15 := Real.pi_lt_d2
  have hc0 : 0 ≤ (6 / π ^ 2) ^ (1 / 3 : ℝ) := by positivity
  have hc3 : ((6 / π ^ 2) ^ (1 / 3 : ℝ)) ^ 3 = 6 / π ^ 2 := by
    rw [← Real.rpow_natCast, ← Real.rpow_mul (by positivity)]
    norm_num
  generalize (6 / π ^ 2) ^ (1 / 3 : ℝ) = c at hc0 hc3
  -- compare cubes to bound the cube root
  have h1 : c < 0.861 := by
    refine lt_of_pow_lt_pow_left₀ 3 (by norm_num) ?_
    rw [hc3, div_lt_iff₀ (by positivity)]
    nlinarith
  have h2 : 0.83 < c := by
    refine lt_of_pow_lt_pow_left₀ 3 hc0 ?_
    rw [hc3, lt_div_iff₀ (by positivity)]
    nlinarith
  constructor <;> nlinarith [mul_pos hZ (sub_pos.mpr h1), mul_pos hZ (sub_pos.mpr h2)]
```

Write c = (6/π²)^(1/3). The sum of the two energies is (5/16 − 81c/256)Z, so its sign depends on c. Since c³ = 6/π² and 3.1 < π < 3.15, comparing cubes gives

0.83 < c < 0.861.

The coefficient of Z then lies between 0.04 and 0.05. In the code, `hc3` is the equation for c³, `h1` and `h2` are the two bounds, and `nlinarith` closes the inequalities by combining products of known ones.

```lean
/-- For the 1s density of nuclear charge `Z`, the Hartree energy is `5Z/16`, the polarized local
exchange energy is `-(81/256)(6/π²)^(1/3) Z`, and their sum is positive and linear in `Z`. -/
theorem hydrogenic_self_interaction {Z : ℝ} (hZ : 0 < Z) :
    hartreeEnergy (density Z) = 5 * Z / 16 ∧
    ldaExchange (density Z) = -(81 / 256) * (6 / π ^ 2) ^ (1 / 3 : ℝ) * Z ∧
    hartreeEnergy (density Z) + ldaExchange (density Z)
      = (5 / 16 - 81 / 256 * (6 / π ^ 2) ^ (1 / 3 : ℝ)) * Z ∧
    0 < hartreeEnergy (density Z) + ldaExchange (density Z) := by
  refine ⟨hartreeEnergy_density hZ, ldaExchange_density hZ, ?_, ?_⟩
  · rw [hartreeEnergy_density hZ, ldaExchange_density hZ]
    ring
  · linarith [(residual_bounds hZ).1]

end

end HydrogenicSelfInteraction
```

```lean
#print axioms HydrogenicSelfInteraction.density_normalized
#print axioms HydrogenicSelfInteraction.ldaExchange_density
#print axioms HydrogenicSelfInteraction.hydrogenic_self_interaction
```

```
'HydrogenicSelfInteraction.density_normalized' depends on axioms: [propext, Classical.choice, Quot.sound]
'HydrogenicSelfInteraction.ldaExchange_density' depends on axioms: [propext, Classical.choice, Quot.sound]
'HydrogenicSelfInteraction.hydrogenic_self_interaction' depends on axioms: [propext, Classical.choice, Quot.sound]
```

For every Z > 0, the final theorem states four things: the Hartree energy, the exchange energy, their sum as a fixed number times Z, and the positivity of that sum. The first two come from the preceding theorems, the third is algebra, and the fourth follows from the lower bound 0.04 Z.

Read as physics, the sum is the self-repulsion that local exchange fails to cancel for this fixed one-electron density; this reading rests on the exact one-electron cancellation, which the theorems above do not treat. A self-consistent calculation with the full LDA functional would also change the density and include correlation.

In a radial atomic code, the two energies can be checked by placing this density on the grid and evaluating the Hartree and spin-polarized exchange routines without a self-consistency cycle. At Z = 1 they should approach 0.3125 and −0.2680 hartree as the grid is refined and its outer radius is increased. Passing the density to the unpolarized exchange functional by mistake makes the second number smaller in magnitude by a factor 2^(1/3). The same sum, with correlation added, is what the Perdew–Zunger self-interaction correction to the local spin-density approximation subtracts for an occupied spin orbital with this density. For a hydrogenic 1s core orbital, its Hartree and exchange part grows in proportion to Z.
